# The Tanimoto kernel matrix of nonempty fingerprints is positive semidefinite, and positive definite exactly when the fingerprints are distinct

Gaussian process regression can predict a molecular property from the similarities between molecules, but it reads the similarity matrix as a covariance matrix, so no weighted combination of molecules may receive a negative variance. If each molecule is described by the set of structural features it contains, and similarity is the number of shared features divided by the number present in at least one of the two molecules, does the matrix always meet this requirement?

```lean
import Mathlib

open Matrix

namespace TanimotoKernel

noncomputable section

variable {α ι : Type*} [Fintype α] [DecidableEq α] [Fintype ι]

/-- A fingerprint is a nonempty set of structural features. -/
abbrev Fingerprint (α : Type*) := {A : Finset α // A.Nonempty}

/-- The Tanimoto similarity of two fingerprints: the number of shared features divided by
the number of features present in at least one of them. -/
def tanimoto (A B : Fingerprint α) : ℝ :=
  ((A.1 ∩ B.1).card : ℝ) / ((A.1 ∪ B.1).card : ℝ)

/-- The kernel matrix of pairwise Tanimoto similarities of a family of fingerprints. -/
def tanimotoMatrix (A : ι → Fingerprint α) : Matrix ι ι ℝ :=
  Matrix.of fun i j => tanimoto (A i) (A j)

/-- The 0/1 descriptor that asks whether feature `x` is present in `A` while all the
features `f 0, ..., f (k-1)` are absent. -/
def probe (A : Finset α) {k : ℕ} (x : α) (f : Fin k → α) : ℝ :=
  if x ∈ A ∧ ∀ m, f m ∉ A then 1 else 0

/-- The inner product of the descriptors of two feature sets is the number of shared features
times the `k`-th power of the number of features absent from both. -/
theorem sum_probe_mul_probe (A B : Finset α) (k : ℕ) :
    ∑ x, ∑ f : Fin k → α, probe A x f * probe B x f
      = ((A ∩ B).card : ℝ) * ((A ∪ B)ᶜ.card : ℝ) ^ k := by
  -- the product of descriptors separates into a condition on x and a condition on f
  have h : ∀ (x : α) (f : Fin k → α), probe A x f * probe B x f
      = (if x ∈ A ∩ B then (1 : ℝ) else 0) *
        (if f ∈ Fintype.piFinset (fun _ : Fin k => (A ∪ B)ᶜ) then (1 : ℝ) else 0) := by
    intro x f
    simp only [probe, Finset.mem_inter, Fintype.mem_piFinset, Finset.mem_compl,
      Finset.mem_union, not_or, forall_and]
    split_ifs <;> first | (norm_num; done) | (exfalso; tauto)
  simp_rw [h, ← Finset.mul_sum, ← Finset.sum_mul]
  simp only [Finset.sum_ite_mem, Finset.univ_inter, Finset.sum_const, nsmul_eq_mul, mul_one,
    Fintype.card_piFinset, Finset.prod_const, Finset.card_univ, Fintype.card_fin, Nat.cast_pow]

/-- The quadratic form built from shared features and the `k`-th power of jointly absent features is
a sum of squares, each of a weighted sum of descriptors over the family. -/
theorem form_eq_sum_sq (A : ι → Fingerprint α) (c : ι → ℝ) (k : ℕ) :
    ∑ i, ∑ j, c i * c j *
        ((((A i).1 ∩ (A j).1).card : ℝ) * (((A i).1 ∪ (A j).1)ᶜ.card : ℝ) ^ k)
      = ∑ x, ∑ f : Fin k → α, (∑ i, c i * probe (A i).1 x f) ^ 2 := by
  calc
    _ = ∑ i, ∑ j, ∑ x, ∑ f : Fin k → α,
          (c i * probe (A i).1 x f) * (c j * probe (A j).1 x f) := by
        refine Finset.sum_congr rfl fun i _ => Finset.sum_congr rfl fun j _ => ?_
        rw [← sum_probe_mul_probe, Finset.mul_sum]
        refine Finset.sum_congr rfl fun x _ => ?_
        rw [Finset.mul_sum]
        exact Finset.sum_congr rfl fun f _ => by ring
    _ = ∑ i, ∑ x, ∑ f : Fin k → α, ∑ j,
          (c i * probe (A i).1 x f) * (c j * probe (A j).1 x f) :=
        Finset.sum_congr rfl fun i _ =>
          Finset.sum_comm.trans (Finset.sum_congr rfl fun x _ => Finset.sum_comm)
    _ = ∑ x, ∑ f : Fin k → α, ∑ i, ∑ j,
          (c i * probe (A i).1 x f) * (c j * probe (A j).1 x f) :=
        Finset.sum_comm.trans (Finset.sum_congr rfl fun x _ => Finset.sum_comm)
    _ = _ := by simp_rw [sq, Finset.sum_mul_sum]

/-- The Tanimoto similarity is a geometric series in the fraction of features that are
absent from both fingerprints. -/
theorem tanimoto_hasSum (A B : Fingerprint α) :
    HasSum (fun k : ℕ => ((A.1 ∩ B.1).card : ℝ) * ((A.1 ∪ B.1)ᶜ.card : ℝ) ^ k
      / (Fintype.card α : ℝ) ^ (k + 1)) (tanimoto A B) := by
  have hU : (0 : ℝ) < ((A.1 ∪ B.1).card : ℝ) :=
    Nat.cast_pos.2 (Finset.card_pos.2 (A.2.mono Finset.subset_union_left))
  have hM : (0 : ℝ) ≤ ((A.1 ∪ B.1)ᶜ.card : ℝ) := Nat.cast_nonneg _
  have hsum : ((A.1 ∪ B.1).card : ℝ) + ((A.1 ∪ B.1)ᶜ.card : ℝ) = (Fintype.card α : ℝ) := by
    exact_mod_cast Finset.card_add_card_compl (A.1 ∪ B.1)
  have hN : (0 : ℝ) < (Fintype.card α : ℝ) := by linarith
  -- the ratio is below one because the union is not empty
  have hr : ((A.1 ∪ B.1)ᶜ.card : ℝ) / (Fintype.card α : ℝ) < 1 :=
    (div_lt_one hN).2 (by linarith)
  have hgap : 1 - ((A.1 ∪ B.1)ᶜ.card : ℝ) / (Fintype.card α : ℝ)
      = ((A.1 ∪ B.1).card : ℝ) / (Fintype.card α : ℝ) := by
    rw [eq_div_iff hN.ne', sub_mul, div_mul_cancel₀ _ hN.ne']
    linarith
  have h := (hasSum_geometric_of_lt_one (div_nonneg hM hN.le) hr).mul_left
    (((A.1 ∩ B.1).card : ℝ) / (Fintype.card α : ℝ))
  convert h using 1
  · rfl
  · funext k
    rw [div_pow, div_mul_div_comm, pow_succ']
  · rw [hgap, inv_div, div_mul_div_cancel₀ hN.ne']
    rfl

/-- The quadratic form of the Tanimoto kernel is a convergent series of sums of squares. -/
theorem tanimoto_form_hasSum (A : ι → Fingerprint α) (c : ι → ℝ) :
    HasSum (fun k : ℕ => (∑ x, ∑ f : Fin k → α, (∑ i, c i * probe (A i).1 x f) ^ 2)
      / (Fintype.card α : ℝ) ^ (k + 1)) (c ⬝ᵥ (tanimotoMatrix A *ᵥ c)) := by
  have h := hasSum_sum (s := Finset.univ) fun i (_ : i ∈ Finset.univ) =>
    hasSum_sum (s := Finset.univ) fun j (_ : j ∈ Finset.univ) =>
      (tanimoto_hasSum (A i) (A j)).mul_left (c i * c j)
  convert h using 1
  · rfl
  · funext k
    rw [← form_eq_sum_sq, Finset.sum_div]
    refine Finset.sum_congr rfl fun i _ => ?_
    rw [Finset.sum_div]
    exact Finset.sum_congr rfl fun j _ => mul_div_assoc _ _ _
  · simp only [dotProduct, Matrix.mulVec, tanimotoMatrix, Matrix.of_apply, Finset.mul_sum]
    exact Finset.sum_congr rfl fun i _ => Finset.sum_congr rfl fun j _ => by ring

/-- The Tanimoto kernel matrix of any finite family of fingerprints is positive
semidefinite. -/
theorem tanimotoMatrix_posSemidef (A : ι → Fingerprint α) :
    (tanimotoMatrix A).PosSemidef := by
  refine Matrix.PosSemidef.of_dotProduct_mulVec_nonneg ?_ ?_
  · refine Matrix.IsHermitian.ext fun i j => ?_
    simp only [tanimotoMatrix, Matrix.of_apply, tanimoto, star_trivial]
    rw [Finset.inter_comm, Finset.union_comm]
  · intro c
    rw [star_trivial, ← (tanimoto_form_hasSum A c).tsum_eq]
    exact tsum_nonneg fun k => by positivity

/-- For pairwise distinct fingerprints and weights that are not all zero, some descriptor has
a nonzero weighted sum. -/
theorem exists_probe_ne_zero (A : ι → Fingerprint α) (hA : Function.Injective A)
    (c : ι → ℝ) (hc : c ≠ 0) :
    ∃ (k : ℕ) (x : α) (f : Fin k → α), ∑ i, c i * probe (A i).1 x f ≠ 0 := by
  classical
  obtain ⟨i₀, hi₀⟩ := Function.ne_iff.1 hc
  -- a smallest fingerprint among those with nonzero weight
  obtain ⟨m, hm, hmin⟩ := Finset.exists_min_image (Finset.univ.filter fun i => c i ≠ 0)
    (fun i => (A i).1.card) ⟨i₀, Finset.mem_filter.2 ⟨Finset.mem_univ _, hi₀⟩⟩
  obtain ⟨x, hx⟩ := (A m).2
  -- forbid every feature outside it
  refine ⟨((A m).1ᶜ).card, x, fun t => (((A m).1ᶜ).equivFin.symm t).1, ?_⟩
  rw [Finset.sum_eq_single m]
  · rw [probe, if_pos ⟨hx, fun t => Finset.mem_compl.1 (((A m).1ᶜ).equivFin.symm t).2⟩,
      mul_one]
    exact (Finset.mem_filter.1 hm).2
  · intro i _ him
    by_cases hci : c i = 0
    · rw [hci, zero_mul]
    · rw [probe, if_neg, mul_zero]
      rintro ⟨_, hf⟩
      have hsub : (A i).1 ⊆ (A m).1 := by
        intro y hy
        by_contra hym
        have h := hf (((A m).1ᶜ).equivFin ⟨y, Finset.mem_compl.2 hym⟩)
        rw [Equiv.symm_apply_apply] at h
        exact h hy
      exact him (hA (Subtype.ext (Finset.eq_of_subset_of_card_le hsub
        (hmin i (Finset.mem_filter.2 ⟨Finset.mem_univ _, hci⟩)))))
  · intro h
    exact absurd (Finset.mem_univ m) h

/-- The Tanimoto kernel matrix is positive definite exactly when the fingerprints in the
family are pairwise distinct. -/
theorem tanimotoMatrix_posDef_iff (A : ι → Fingerprint α) :
    (tanimotoMatrix A).PosDef ↔ Function.Injective A := by
  classical
  constructor
  · intro h i j hij
    by_contra hne
    -- equal fingerprints give equal columns, hence a null vector
    have hv : (Pi.single i 1 - Pi.single j 1 : ι → ℝ) ≠ 0 := by
      intro h0
      have h1 := congrFun h0 i
      simp [hne] at h1
    have hK : tanimotoMatrix A *ᵥ (Pi.single i 1 - Pi.single j 1 : ι → ℝ) = 0 := by
      ext l
      simp [Matrix.mulVec_sub, tanimotoMatrix, hij]
    have hpos := h.dotProduct_mulVec_pos hv
    rw [hK, dotProduct_zero] at hpos
    exact lt_irrefl _ hpos
  · intro hA
    rw [Matrix.posDef_iff_dotProduct_mulVec]
    refine ⟨(tanimotoMatrix_posSemidef A).isHermitian, ?_⟩
    intro c hc
    rw [star_trivial]
    obtain ⟨k, x, f, hxf⟩ := exists_probe_ne_zero A hA c hc
    have hN : (0 : ℝ) < (Fintype.card α : ℝ) :=
      Nat.cast_pos.2 (Fintype.card_pos_iff.2 ⟨x⟩)
    -- one nonzero square makes the `k`-th term positive, and that term bounds the series from below
    have hsq : 0 < ∑ x, ∑ f : Fin k → α, (∑ i, c i * probe (A i).1 x f) ^ 2 :=
      Finset.sum_pos' (fun _ _ => Finset.sum_nonneg fun _ _ => sq_nonneg _)
        ⟨x, Finset.mem_univ _, Finset.sum_pos' (fun _ _ => sq_nonneg _)
          ⟨f, Finset.mem_univ _, by positivity⟩⟩
    exact lt_of_lt_of_le (div_pos hsq (pow_pos hN (k + 1)))
      (le_hasSum (tanimoto_form_hasSum A c) k fun _ _ => by positivity)

end

end TanimotoKernel
```

```lean
#print axioms TanimotoKernel.tanimotoMatrix_posDef_iff
```

```
'TanimotoKernel.tanimotoMatrix_posDef_iff' depends on axioms: [propext, Classical.choice, Quot.sound]
```

## Molecules as sets of features

The finite type `α` is the list of structural features that can be asked about, for instance a set of functional groups. Its size is written $N$ below and `Fintype.card α` in Lean. The finite type `ι` labels the molecules, and `A : ι → Fingerprint α` assigns a fingerprint $A_i$ to each label $i$. Two labels may carry the same fingerprint.

A fingerprint is often stored as a string of bits. Here it is the set of positions at which the bit is 1, and the type `Fingerprint α` admits only nonempty sets. For such a fingerprint, `A.1` is the set itself and `A.2` is the proof that it is nonempty. Every union in a denominator therefore has at least one element.

The function `tanimoto` is the similarity

$$T(A,B)=\frac{|A\cap B|}{|A\cup B|},$$

also known as the Jaccard index, and `tanimotoMatrix A` is the matrix $K$ with entries $K_{ij}=T(A_i,A_j)$. The word "kernel" refers to this similarity function and not to a null space.

There are two main statements:

- `tanimotoMatrix_posSemidef` says that $K$ is symmetric and that $c^{\mathsf T}Kc\ge 0$ for every real weight vector $c$.
- `tanimotoMatrix_posDef_iff` says that $K$ is positive definite, meaning symmetric with $c^{\mathsf T}Kc>0$ for every $c\neq 0$, if and only if `Function.Injective A` holds, that is, different labels have different fingerprints.

For machine-learned property models in simulation work, this makes $K$ an admissible covariance matrix for any finite set of molecules whose fingerprints are nonempty and record only the presence or absence of features. Fingerprints that count how often each feature occurs are not covered by these theorems. If the fingerprints are distinct, $K$ is also invertible, so data without noise can be interpolated.

The step from a real molecule to its fingerprint lies outside the model. Two different molecules may contain the same listed features, and $K$ is then singular although the molecules differ. Positive definiteness also gives no useful size for the smallest eigenvalue, which may be very small for similar fingerprints.

## Turning the denominator into a series

The numerator $|A\cap B|$ is an inner product of 0/1 vectors, so on its own it would give a positive semidefinite matrix at once. The difficulty is the denominator, which depends on both molecules.

Let $M=|(A\cup B)^c|$ be the number of features absent from both fingerprints. Then $|A\cup B|=N-M$, and since the union is nonempty, $0\le M/N<1$. The geometric series gives

$$\frac{1}{|A\cup B|}=\frac{1}{N}\,\frac{1}{1-M/N}=\sum_{k=0}^{\infty}\frac{M^k}{N^{k+1}},$$

with $M^0=1$ also when $M=0$. Hence

$$T(A,B)=\sum_{k=0}^{\infty}\frac{|A\cap B|\,M^k}{N^{k+1}}.$$

Each numerator is again an inner product. For a feature $x$ and a list of features $f(0),\dots,f(k-1)$, with repetitions allowed, let $p_{x,f}(A)$ be 1 if $x$ is in $A$ and none of the $f(t)$ is in $A$, and 0 otherwise. This is `probe` in the Lean code. For $k=0$ the list is empty and only the presence of $x$ matters.

The product $p_{x,f}(A)\,p_{x,f}(B)$ equals 1 exactly when $x$ lies in both sets and every $f(t)$ lies in neither. There are $|A\cap B|$ choices for $x$ and, independently, $M$ choices for each of the $k$ entries of $f$. Therefore

$$\sum_x\sum_f p_{x,f}(A)\,p_{x,f}(B)=|A\cap B|\,M^k .$$

## The quadratic form as a series of squares

If there are no molecules, the quadratic form is zero. Otherwise $N\ge 1$, and the series for $T(A_i,A_j)$ can be multiplied by $c_ic_j$ and summed over the finitely many pairs $i,j$. For each $k$, the finite sums can be reordered:

$$\sum_{i,j}c_ic_j\sum_{x,f}p_{x,f}(A_i)\,p_{x,f}(A_j)=\sum_{x,f}\Big(\sum_i c_i\,p_{x,f}(A_i)\Big)^2 .$$

This gives

$$c^{\mathsf T}Kc=\sum_{k=0}^{\infty}\frac{1}{N^{k+1}}\sum_{x,f}\Big(\sum_i c_i\,p_{x,f}(A_i)\Big)^2\ \ge 0 .$$

The matrix is symmetric because intersection and union are, so $K$ is positive semidefinite.

## Why only repeated fingerprints make the matrix singular

Suppose the fingerprints are pairwise distinct and $c\neq 0$. Among the labels with nonzero weight, choose $m$ so that $|A_m|$ is smallest. Take any $x\in A_m$, and let $f$ list every feature outside $A_m$ once, so that $k=N-|A_m|$.

The descriptor $p_{x,f}$ equals 1 on $A_m$. If it also equals 1 on some $A_i$ with $c_i\neq 0$, then $A_i$ contains nothing outside $A_m$, so $A_i\subseteq A_m$. By the choice of $m$, $A_i$ is at least as large as $A_m$, so the two sets are equal and distinctness gives $i=m$. The weighted sum of this descriptor is therefore $c_m$ alone. Since all other terms of the series are nonnegative,

$$c^{\mathsf T}Kc\ \ge\ \frac{c_m^2}{N^{k+1}}>0 .$$

Conversely, suppose $A_i=A_j$ with $i\neq j$. Columns $i$ and $j$ of $K$ are then equal. With $e_i$ denoting the unit vector of label $i$, the nonzero vector $v=e_i-e_j$ satisfies $Kv=0$. Thus $v^{\mathsf T}Kv=0$, and $K$ is not positive definite.

## The same steps in Lean

`sum_probe_mul_probe` is the counting identity. Its inner statement `h` splits the product of two descriptors into a condition on `x` and a condition on `f`. The lists that avoid both fingerprints form a `Fintype.piFinset`, whose cardinality is the required $k$-th power.

`form_eq_sum_sq` produces the squares. The first step of its `calc` block inserts the counting identity, the next two exchange finite sums with `Finset.sum_comm`, and the last recognises a product of two equal sums as a square.

`tanimoto_hasSum` is the geometric series. `HasSum` states that the series converges to the given value. The inequality `hr` says that the ratio $M/N$ is below one, and `hgap` rewrites $1-M/N$ as $|A\cup B|/N$.

`tanimoto_form_hasSum` adds these series over all pairs of labels with `hasSum_sum` and uses `form_eq_sum_sq` to rewrite each term. In `tanimotoMatrix_posSemidef`, symmetry comes from `Finset.inter_comm` and `Finset.union_comm`, and nonnegativity from `tsum_nonneg`.

`exists_probe_ne_zero` carries out the isolation argument. `Finset.exists_min_image` selects the smallest fingerprint with nonzero weight, `equivFin` lists the features outside it, and `Finset.sum_eq_single m` reduces the weighted sum to one term. The equality of the two sets comes from `Finset.eq_of_subset_of_card_le`.

In `tanimotoMatrix_posDef_iff`, the forward direction applies positive definiteness to the difference of two unit vectors, written with `Pi.single`, and reaches the contradiction $0<0$. The reverse direction takes the descriptor just found, shows that its term in the series is positive, and uses `le_hasSum` to bound the whole quadratic form from below by that term.
